# Without self-interaction, the fundamental gap of a frozen-orbital pair model is a difference of orbital energies

If orbitals in a model interact with themselves, the difference between an empty and a filled orbital energy can miss the gap computed from total energies. For symmetric pair interactions and orbitals that do not relax, the error is half the sum of the two self-interactions. It vanishes when every self-interaction is zero.

```lean
import Mathlib

open Finset

namespace OrbitalGap

noncomputable section

variable {ι : Type*}
```

## Energies and levels

Orbitals are labelled by a type `ι`, and a finite set $S$ lists the filled ones. Each has a real one-body energy $h_i$, and $A_{ij}$ is the real pair interaction. The total energy is

$$E(S)=\sum_{i\in S}h_i+\tfrac12\sum_{i,j\in S}A_{ij}.$$

The double sum runs over ordered pairs, hence the factor $\tfrac12$.

```lean
/-- Total energy of the set `S` of filled orbitals, with one-body energies `h` and
pair interactions `A`. -/
def energy (h : ι → ℝ) (A : ι → ι → ℝ) (S : Finset ι) : ℝ :=
  ∑ i ∈ S, h i + (1 / 2) * ∑ i ∈ S, ∑ j ∈ S, A i j
```

The energy of orbital $p$ in the field of $S$ is $e_p(S)=h_p+\sum_{j\in S}A_{pj}$; write $e_p$ when the field is that of $S$ itself.

```lean
/-- Orbital energy of `p` in the field of the filled orbitals `S`. -/
def level (h : ι → ℝ) (A : ι → ι → ℝ) (S : Finset ι) (p : ι) : ℝ :=
  h p + ∑ j ∈ S, A p j
```

Let $H$ be filled and $L$ empty. The fundamental gap is the ionisation energy minus the electron affinity:

$$E_{\rm gap}=[E(S\setminus H)-E(S)]-[E(S)-E(S\cup L)].$$

In Lean, `S.erase H` removes $H$ and `insert L S` adds $L$. Nothing requires $H$ to be the highest filled level or $L$ the lowest empty one.

```lean
variable [DecidableEq ι]

/-- Fundamental gap from total energies: one electron is added in `L`, and one is
removed from `H`, each time starting from `S`. -/
def fundamentalGap (h : ι → ℝ) (A : ι → ι → ℝ) (S : Finset ι) (H L : ι) : ℝ :=
  energy h A (insert L S) + energy h A (S.erase H) - 2 * energy h A S
```

## The cost of filling one orbital

Adding $p\notin S$ contributes $h_p$, a new row, a new column and a diagonal term:

$$E(S\cup p)-E(S)=h_p+\tfrac12\Big(\sum_{j\in S}A_{pj}+\sum_{i\in S}A_{ip}+A_{pp}\Big)=e_p+\tfrac12A_{pp}.$$

The last equality uses the symmetry of $A$, hypothesis `hA`. In the proof, `sum_insert` splits the sums and `hs` identifies column with row.

```lean
/-- For a symmetric interaction, filling an empty orbital costs its orbital energy plus half its
self-interaction. -/
theorem energy_insert (h : ι → ℝ) {A : ι → ι → ℝ} (hA : ∀ i j, A i j = A j i)
    {S : Finset ι} {p : ι} (hp : p ∉ S) :
    energy h A (insert p S) = energy h A S + level h A S p + A p p / 2 := by
  have hs : ∑ i ∈ S, A i p = ∑ j ∈ S, A p j := sum_congr rfl fun i _ => hA i p
  simp only [energy, level, sum_insert hp, sum_add_distrib]
  rw [hs]
  ring
```

## The gap and the difference of orbital energies

Adding $L$ costs $e_L+\tfrac12A_{LL}$. For the removal, refill $H$ in $S\setminus H$. Its level there is $e_H-A_{HH}$, so

$$E(S)-E(S\setminus H)=e_H-A_{HH}+\tfrac12A_{HH}=e_H-\tfrac12A_{HH}.$$

Subtracting gives $E_{\rm gap}=e_L-e_H+\tfrac12(A_{LL}+A_{HH})$. The facts `h1` and `h2` are the two fillings, `h3` is the level shift, and `linarith` combines them.

```lean
/-- For any symmetric interaction, the fundamental gap is the difference of orbital energies of `L`
and `H` plus half the sum of their self-interactions. -/
theorem gap_with_self_interaction (h : ι → ℝ) {A : ι → ι → ℝ}
    (hA : ∀ i j, A i j = A j i) {S : Finset ι} {H L : ι} (hH : H ∈ S) (hL : L ∉ S) :
    fundamentalGap h A S H L
      = level h A S L - level h A S H + (A L L + A H H) / 2 := by
  have h1 := energy_insert h hA hL
  -- `S` is recovered by refilling `H`
  have h2 := energy_insert h hA (notMem_erase H S)
  rw [insert_erase hH] at h2
  have h3 := add_sum_erase S (fun j => A H j) hH
  simp only [level] at h1 h2 ⊢
  unfold fundamentalGap
  linarith
```

Setting the diagonal to zero, hypothesis `hd`, leaves $E_{\rm gap}=e_L-e_H$. In Hartree–Fock theory with frozen canonical spin orbitals, $A_{ij}$ is Coulomb minus exchange, whose diagonal cancels. With $H$ the highest filled and $L$ the lowest empty orbital, the identity is then the Koopmans estimate of the gap, without orbital relaxation.

```lean
/-- For a symmetric interaction without self-interaction, the fundamental gap equals the difference
of the orbital energies of `L` and `H`, both taken in the field of `S`. -/
theorem gap_eq_level_difference (h : ι → ℝ) {A : ι → ι → ℝ}
    (hA : ∀ i j, A i j = A j i) (hd : ∀ i, A i i = 0)
    {S : Finset ι} {H L : ι} (hH : H ∈ S) (hL : L ∉ S) :
    fundamentalGap h A S H L = level h A S L - level h A S H := by
  rw [gap_with_self_interaction h hA hH hL, hd, hd]
  ring
```

## Neutral excitation

Moving an electron from $H$ to $L$ fills $L$ in the field of $S\setminus H$, where its level is $e_L-A_{LH}$. With zero diagonal, the excitation therefore costs $e_L-e_H-A_{LH}$, which is $A_{LH}$ less than the gap.

```lean
/-- For a symmetric interaction without self-interaction, the fundamental gap minus the energy of
the neutral excitation from `H` to `L` is the pair interaction of `L` and `H`. -/
theorem gap_sub_excitation (h : ι → ℝ) {A : ι → ι → ℝ}
    (hA : ∀ i j, A i j = A j i) (hd : ∀ i, A i i = 0)
    {S : Finset ι} {H L : ι} (hH : H ∈ S) (hL : L ∉ S) :
    fundamentalGap h A S H L
      - (energy h A (insert L (S.erase H)) - energy h A S) = A L H := by
  have h1 := energy_insert h hA hL
  have h2 := energy_insert h hA (fun hm => hL (mem_of_mem_erase hm) : L ∉ S.erase H)
  -- the level of `L` shifts by `A L H` when `H` is emptied
  have h3 := add_sum_erase S (fun j => A L j) hH
  have h4 := hd L
  simp only [level] at h1 h2
  unfold fundamentalGap
  linarith
```

## Constant repulsion

Let distinct orbitals interact with strength $U$, and an orbital with itself not at all.

```lean
/-- Interaction of constant strength `U` between distinct orbitals. -/
def constantRepulsion (U : ℝ) (i j : ι) : ℝ := if i = j then 0 else U
```

With $N$ filled orbitals, $e_L=h_L+NU$ and $e_H=h_H+(N-1)U$, so the gap is $h_L-h_H+U$. The proof writes $A_{ij}=U-U\delta_{ij}$ and evaluates both sums.

```lean
/-- For a constant interaction `U` between distinct orbitals, the fundamental gap is the
difference of one-body energies plus `U`. -/
theorem gap_constantRepulsion (h : ι → ℝ) (U : ℝ)
    {S : Finset ι} {H L : ι} (hH : H ∈ S) (hL : L ∉ S) :
    fundamentalGap h (constantRepulsion U) S H L = h L - h H + U := by
  have hU : ∀ i j : ι, constantRepulsion U i j = U - if i = j then U else 0 := by
    intro i j
    unfold constantRepulsion
    split_ifs <;> simp
  have hs : ∀ i j : ι, constantRepulsion U i j = constantRepulsion U j i := by
    intro i j
    simp only [constantRepulsion, eq_comm]
  have hd : ∀ i : ι, constantRepulsion U i i = 0 := by
    intro i
    simp [constantRepulsion]
  rw [gap_eq_level_difference h hs hd hH hL]
  simp only [level, hU, sum_sub_distrib, sum_ite_eq, hH, hL, ↓reduceIte]
  ring
```

For example, take $S=\{1,2\}$, $H=2$, $L=3$, $h=(-12,-10,-5)$ and $U=2$. Then $E(S)=-20$, $E(S\cup L)=-21$ and $E(S\setminus H)=-12$, so the gap is $-21-12+40=7$. The levels $e_L=-1$ and $e_H=-8$ give the same number.

In the smallest case, $S=\{H\}$, the removal leaves no electrons and zero energy. The gap is $h_L+A_{LH}-h_H$ for any symmetric $A$ with zero diagonal.

## Fractional charge and the jump in slope

Now let `ι` be finite and extend the energy to real occupations $n_i$:

$$E[n]=\sum_i n_ih_i+\tfrac12\sum_{i,j}n_in_jA_{ij}.$$

```lean
variable [Fintype ι]

/-- Energy of real occupation numbers `n`. -/
def occEnergy (h : ι → ℝ) (A : ι → ι → ℝ) (n : ι → ℝ) : ℝ :=
  ∑ i, n i * h i + (1 / 2) * ∑ i, n i * ∑ j, n j * A i j
```

Put an extra charge $x$ in orbital $p$, on top of the filled set.

```lean
/-- Occupation numbers of the filled set `S` with the charge `x` added in orbital `p`. -/
def occupation (S : Finset ι) (p : ι) (x : ℝ) (i : ι) : ℝ :=
  (if i ∈ S then 1 else 0) + (if i = p then x else 0)
```

An excess electron number $t$ goes into $L$ for $t\ge0$; for $t<0$, the amount $|t|$ is taken from $H$. Physical occupations need $|t|\le1$, but only the neighbourhood of zero matters here.

```lean
/-- Energy as a function of the excess electron number `t`: the charge `t` goes into `L`
for `t ≥ 0` and into `H` for `t < 0`. -/
def frontierEnergy (h : ι → ℝ) (A : ι → ι → ℝ) (S : Finset ι) (H L : ι) (t : ℝ) : ℝ :=
  occEnergy h A (occupation S (if 0 ≤ t then L else H) t)
```

Expanding the quadratic form gives $E(S)+x\,e_p+\tfrac12x^2A_{pp}$. Zero diagonal removes the curvature. The step `key` evaluates any sum weighted by these occupations.

```lean
/-- For a symmetric interaction without self-interaction, the energy is linear in the charge added
to one orbital, with the orbital energy as slope. -/
theorem occEnergy_occupation (h : ι → ℝ) {A : ι → ι → ℝ}
    (hA : ∀ i j, A i j = A j i) (hd : ∀ i, A i i = 0) (S : Finset ι) (p : ι) (x : ℝ) :
    occEnergy h A (occupation S p x) = energy h A S + x * level h A S p := by
  have key : ∀ f : ι → ℝ, ∑ i, occupation S p x i * f i = ∑ i ∈ S, f i + x * f p := by
    intro f
    simp [occupation, add_mul, sum_add_distrib, ite_mul]
  have hs : ∑ i ∈ S, A i p = ∑ j ∈ S, A p j := sum_congr rfl fun i _ => hA i p
  unfold occEnergy energy level
  simp only [key, sum_add_distrib, ← mul_sum]
  rw [hs, hd p]
  ring
```

The energy is thus $E(S)+t\,e_L$ on the right and $E(S)+t\,e_H$ on the left, and the two lines meet at $t=0$. `Set.Ici 0` and `Set.Iic 0` select the one-sided derivatives.

```lean
/-- For a symmetric interaction without self-interaction, `frontierEnergy` has at `t = 0` the
orbital energy of `L` as right derivative and that of `H` as left derivative, both taken in the
field of `S`. -/
theorem frontier_slopes (h : ι → ℝ) {A : ι → ι → ℝ}
    (hA : ∀ i j, A i j = A j i) (hd : ∀ i, A i i = 0) (S : Finset ι) (H L : ι) :
    HasDerivWithinAt (frontierEnergy h A S H L) (level h A S L) (Set.Ici 0) 0 ∧
    HasDerivWithinAt (frontierEnergy h A S H L) (level h A S H) (Set.Iic 0) 0 := by
  have line : ∀ e : ℝ, HasDerivAt (fun t : ℝ => energy h A S + t * e) e 0 := fun e =>
    (((hasDerivAt_id' (0 : ℝ)).mul_const e).const_add (energy h A S)).congr_deriv
      (one_mul e)
  have right : ∀ t ∈ Set.Ici (0 : ℝ),
      frontierEnergy h A S H L t = energy h A S + t * level h A S L := by
    intro t ht
    rw [frontierEnergy, occEnergy_occupation h hA hd, if_pos (Set.mem_Ici.mp ht)]
  have left : ∀ t ∈ Set.Iic (0 : ℝ),
      frontierEnergy h A S H L t = energy h A S + t * level h A S H := by
    intro t ht
    rcases lt_or_eq_of_le (Set.mem_Iic.mp ht) with h0 | h0
    · rw [frontierEnergy, occEnergy_occupation h hA hd, if_neg (not_le_of_gt h0)]
    · rw [frontierEnergy, occEnergy_occupation h hA hd, h0, zero_mul, zero_mul]
  exact ⟨(line _).hasDerivWithinAt.congr right (right 0 (Set.mem_Ici.mpr le_rfl)),
    (line _).hasDerivWithinAt.congr left (left 0 (Set.mem_Iic.mpr le_rfl))⟩
```

The slope jumps by $e_L-e_H$, which is the gap from total energies. This is a kink in the model's total energy along a prescribed filling path, not the discontinuity of the Kohn–Sham exchange–correlation potential.

```lean
/-- For a symmetric interaction without self-interaction, the jump of the derivative of
`frontierEnergy` at `t = 0` equals the fundamental gap computed from total energies. -/
theorem derivative_discontinuity (h : ι → ℝ) {A : ι → ι → ℝ}
    (hA : ∀ i j, A i j = A j i) (hd : ∀ i, A i i = 0)
    {S : Finset ι} {H L : ι} (hH : H ∈ S) (hL : L ∉ S) :
    derivWithin (frontierEnergy h A S H L) (Set.Ici 0) 0
      - derivWithin (frontierEnergy h A S H L) (Set.Iic 0) 0
      = fundamentalGap h A S H L := by
  obtain ⟨hr, hl⟩ := frontier_slopes h hA hd S H L
  rw [hr.derivWithin (uniqueDiffWithinAt_Ici 0), hl.derivWithin (uniqueDiffWithinAt_Iic 0),
    gap_eq_level_difference h hA hd hH hL]

end

end OrbitalGap
```

```lean
#print axioms OrbitalGap.gap_with_self_interaction
#print axioms OrbitalGap.gap_sub_excitation
#print axioms OrbitalGap.gap_constantRepulsion
#print axioms OrbitalGap.derivative_discontinuity
```

```
'OrbitalGap.gap_with_self_interaction' depends on axioms: [propext, Classical.choice, Quot.sound]
'OrbitalGap.gap_sub_excitation' depends on axioms: [propext, Classical.choice, Quot.sound]
'OrbitalGap.gap_constantRepulsion' depends on axioms: [propext, Classical.choice, Quot.sound]
'OrbitalGap.derivative_discontinuity' depends on axioms: [propext, Classical.choice, Quot.sound]
```
